# Cutting a stable harmonic bath chain with nonzero couplings lowers its reorganisation energy

## Can a shortened chain overshoot?

Before I propagate an open system, I map its discretised harmonic bath onto a nearest-neighbour chain and keep only the first few modes. As a check I compute the reorganisation energy of the modes I kept, and so far it has always come out below that of the full bath. The couplings along the chain can have either sign, though, so I would have expected some cuts to give too much and others too little. Is the error really always in the same direction?

## No: each added mode relaxes and lowers the minimum

Yes, it always has the same sign, provided that the full chain is stable, no coupling vanishes, and the cut leaves the retained parameters unchanged. Cutting the chain amounts to clamping the later modes at zero displacement. When the first clamped mode is released, it feels a nonzero force and relaxes. The signs of the couplings don't matter, because they enter the energy gain squared.

**The chain and its minimum.** Let \(W_N\) be the force-constant matrix of modes \(0,\dots,N\), in mass-weighted coordinates, with diagonal entries \(a_k\) and coupling \(b_k\) between modes \(k\) and \(k+1\). The system pulls on mode 0 with force \(c\neq0\), so the static bath energy is

\[
E_N(x)=\tfrac12\,x\cdot W_Nx-c\,x_0 .
\]

Write \(G=W_N^{-1}\) and let \(u\) be its column 0, so that \(W_Nu=e_0\), the unit vector on mode 0. Completing the square gives

\[
E_N(x)=\tfrac12(x-cu)\cdot W_N(x-cu)-\tfrac12c^2u_0 .
\]

For positive definite \(W_N\) the minimum is therefore \(-\lambda_N\), with \(\lambda_N=\tfrac12c^2G_{00}\).

**Adding one mode.** Pad a displacement \(x\) of the shorter chain with a zero, \(\tilde x=(x,0)\). Then

\[
W_{N+1}\tilde x=(W_Nx,0)+b_Nx_N\,e_{N+1}.
\]

The last term is minus the force that the chain exerts on the clamped mode. It drops out of \(\tilde x\cdot W_{N+1}\tilde x=x\cdot W_Nx\), so the shorter chain inherits positive definiteness. Now set \(x=u\) and apply \(G'=W_{N+1}^{-1}\):

\[
\tilde u_i=G'_{i0}+b_NG_{N0}\,G'_{i,N+1}.
\]

The components \(i=0\) and \(i=N+1\) read

\[
G_{00}=G'_{00}+b_NG_{N0}G'_{0,N+1},\qquad
0=G'_{N+1,0}+b_NG_{N0}G'_{N+1,N+1}.
\]

Since \(G'\) is symmetric, the second equation can be inserted into the first:

\[
\lambda_{N+1}-\lambda_N=\tfrac12c^2\,b_N^2\,G_{N0}^2\,G'_{N+1,N+1}.
\]

The last factor is positive, because it is a diagonal entry of a positive definite inverse. The end-to-end response \(G_{N0}\) is nonzero by induction: it starts at \(1/a_0>0\) for \(N=0\), and the second equation multiplies it by \(-b_NG'_{N+1,N+1}\) at each step. Every added mode thus raises \(\lambda_N\) strictly.

For example, with all \(a_k=2\), all \(b_k=-1\) and \(c=1\), chains of one, two and three modes have \(\lambda=1/4\), \(1/3\) and \(3/8\).

**In your calculation.** Suppose that the discretised bath has frequencies \(\omega_j>0\) and linear couplings \(c_j\), not all zero, to its mass-weighted normal coordinates. Put \(c=(\sum_jc_j^2)^{1/2}\) and run Lanczos on \(\mathrm{diag}(\omega_j^2)\) from the normalised vector with components \(c_j/c\). This yields the \(a_k\) and \(b_k\), and the full chain has \(\lambda=\tfrac12\sum_jc_j^2/\omega_j^2\). For a cut after mode \(N\), solve the tridiagonal system \(W_Nu=e_0\) and take \(\lambda_N=\tfrac12c^2u_0\). In a simulation with such a finite, linearly coupled harmonic bath and no counter-term, the potential-energy minimum for a fixed system state that pulls on the bath with force \(c\) lies too high by \(\lambda-\lambda_N\).

**What the theorem says.** In `reorgEnergy_strictly_increases`, the sequences `a` and `b` hold the chain parameters, and `chain a b N` is \(W_N\), with `N + 1` modes. The functions `bathEnergy` and `reorgEnergy` are \(E_N\) and \(\lambda_N\) for a given matrix. The hypotheses are as follows:

- `hW` says that the full chain, with modes \(0,\dots,M\), is positive definite: every nonzero static displacement costs energy in the absence of the pull.
- `hb` says that all its couplings are nonzero, so that no part of the chain is disconnected from the system.
- `hc` says that the system does pull on the bath.
- `hN` and `hM` say that \(N<N'\le M\).

The conclusion is \(\lambda_N<\lambda_{N'}\). Taking \(N'=M\) compares a cut chain with the full one.

Invertibility of the matrices would not be enough in place of stability: with \(a_0=b_0=1\) and \(a_1=-1\), adding the second mode lowers \((W^{-1})_{00}\) from 1 to 1/2.

The statement concerns static energies of a finite harmonic chain. It takes the chain as given, without the Lanczos mapping, and it gives no convergence rate and no bound on errors in the dynamics. A cut that changes \(a_N\) or attaches a terminating bath is a different model.

In Lean 4 with Mathlib:

```lean
import Mathlib

open Matrix

namespace BathChainReorganisation

noncomputable section

/-- Force-constant matrix of a bath chain with modes `0, …, N`: diagonal entries `a k`, and
coupling `b k` between modes `k` and `k + 1`. -/
def chain (a b : ℕ → ℝ) (N : ℕ) : Matrix (Fin (N + 1)) (Fin (N + 1)) ℝ :=
  Matrix.of fun i j =>
    if (i : ℕ) = j then a i else if (i : ℕ) + 1 = j then b i
    else if (j : ℕ) + 1 = i then b j else 0

/-- Energy of a harmonic bath at displacement `x` when the system pulls on mode `0` with
force `c`. -/
def bathEnergy {N : ℕ} (c : ℝ) (W : Matrix (Fin (N + 1)) (Fin (N + 1)) ℝ)
    (x : Fin (N + 1) → ℝ) : ℝ :=
  1 / 2 * (x ⬝ᵥ W *ᵥ x) - c * x 0

/-- Reorganisation energy `c² (W⁻¹)₀₀ / 2` of a bath with invertible force-constant matrix `W`,
coupled to the system through mode `0` with strength `c`. -/
def reorgEnergy {N : ℕ} (c : ℝ) (W : Matrix (Fin (N + 1)) (Fin (N + 1)) ℝ) : ℝ :=
  c ^ 2 / 2 * W⁻¹ 0 0

/-- A displacement of the shorter chain, viewed in the chain with one more mode, which stays
at rest. -/
def extend {N : ℕ} (x : Fin (N + 1) → ℝ) : Fin (N + 2) → ℝ :=
  Fin.snoc (α := fun _ => ℝ) x 0

/-- The force-constant matrix of the chain is symmetric. -/
theorem chain_symm (a b : ℕ → ℝ) (N : ℕ) : (chain a b N)ᵀ = chain a b N := by
  ext i j
  by_cases h : i = j
  · subst h
    rfl
  · have hij : (i : ℕ) ≠ j := fun e => h (Fin.ext e)
    simp only [Matrix.transpose_apply, chain, Matrix.of_apply]
    split_ifs <;> first | rfl | (exfalso; omega)

/-- For an invertible force-constant matrix, column `0` of the inverse is the displacement
that balances a unit force on mode `0`. -/
theorem mulVec_response {N : ℕ} (W : Matrix (Fin (N + 1)) (Fin (N + 1)) ℝ)
    (hW : IsUnit W.det) : W *ᵥ (fun i => W⁻¹ i 0) = Pi.single 0 1 := by
  ext i
  change ∑ k, W i k * W⁻¹ k 0 = _
  rw [← Matrix.mul_apply, Matrix.mul_nonsing_inv W hW]
  simp [Matrix.one_apply, Pi.single_apply]

/-- For a positive definite bath, the lowest energy reached under the pull of the system is
minus the reorganisation energy. -/
theorem reorgEnergy_isLeast {N : ℕ} (c : ℝ) {W : Matrix (Fin (N + 1)) (Fin (N + 1)) ℝ}
    (hW : W.PosDef) : IsLeast (Set.range (bathEnergy c W)) (-reorgEnergy c W) := by
  obtain ⟨u, hdef⟩ : ∃ u : Fin (N + 1) → ℝ, u = fun i => W⁻¹ i 0 := ⟨_, rfl⟩
  have hu : W *ᵥ u = Pi.single 0 1 := by
    rw [hdef]
    exact mulVec_response W (IsUnit.mk0 _ hW.det_pos.ne')
  have hu0 : W⁻¹ 0 0 = u 0 := by rw [hdef]
  have hs : Wᵀ = W := by
    rw [← Matrix.conjTranspose_eq_transpose_of_trivial]
    exact hW.isHermitian
  constructor
  · refine ⟨c • u, ?_⟩
    simp only [bathEnergy, reorgEnergy, hu0, Matrix.mulVec_smul, hu,
      dotProduct_smul, dotProduct_single, mul_one, smul_eq_mul, Pi.smul_apply]
    ring
  · rintro _ ⟨x, rfl⟩
    have hux : u ⬝ᵥ W *ᵥ x = x 0 := by
      rw [Matrix.dotProduct_mulVec, ← Matrix.mulVec_transpose, hs, hu, single_dotProduct,
        one_mul]
    -- complete the square around the relaxed geometry `c • u`
    have h := hW.posSemidef.dotProduct_mulVec_nonneg (x - c • u)
    simp only [star_trivial, Matrix.mulVec_sub, Matrix.mulVec_smul, hu, sub_dotProduct,
      dotProduct_sub, smul_dotProduct, dotProduct_smul, hux, dotProduct_single, mul_one,
      smul_eq_mul, Pi.sub_apply, Pi.smul_apply] at h
    simp only [bathEnergy, reorgEnergy, hu0]
    nlinarith [h]

/-- The external forces that hold the longer chain with its added mode at zero displacement are
those for the shorter chain and a single extra one, `b N * x N`, on the added mode. -/
theorem chain_mulVec_extend (a b : ℕ → ℝ) {N : ℕ} (x : Fin (N + 1) → ℝ) :
    chain a b (N + 1) *ᵥ extend x = extend (chain a b N *ᵥ x)
      + (b N * x (Fin.last N)) • Pi.single (Fin.last (N + 1)) (1 : ℝ) := by
  ext i
  refine Fin.lastCases ?_ (fun i => ?_) i
  · have hrow : (chain a b (N + 1) *ᵥ extend x) (Fin.last (N + 1))
        = b N * x (Fin.last N) := by
      simp only [Matrix.mulVec, dotProduct, Fin.sum_univ_castSucc (n := N + 1), extend,
        Fin.snoc_castSucc, Fin.snoc_last, mul_zero, add_zero]
      rw [Finset.sum_eq_single (Fin.last N)]
      · congr 1
        change (if N + 1 = N then a (N + 1) else if N + 1 + 1 = N then b (N + 1)
          else if N + 1 = N + 1 then b N else 0) = b N
        rw [if_neg (by omega), if_neg (by omega), if_pos rfl]
      · intro j _ hj
        have hj' : (j : ℕ) ≠ N := fun e => hj (Fin.ext e)
        have hlt := j.isLt
        have e : chain a b (N + 1) (Fin.last (N + 1)) j.castSucc = 0 := by
          change (if N + 1 = (j : ℕ) then a (N + 1) else if N + 1 + 1 = (j : ℕ) then b (N + 1)
            else if (j : ℕ) + 1 = N + 1 then b j else 0) = 0
          rw [if_neg (by omega), if_neg (by omega), if_neg (by omega)]
        rw [e, zero_mul]
      · intro h
        exact absurd (Finset.mem_univ _) h
    rw [hrow]
    simp [extend]
  · have hrow : (chain a b (N + 1) *ᵥ extend x) i.castSucc = (chain a b N *ᵥ x) i := by
      simp only [Matrix.mulVec, dotProduct, Fin.sum_univ_castSucc (n := N + 1), extend,
        Fin.snoc_castSucc, Fin.snoc_last, mul_zero, add_zero]
      rfl
    rw [hrow]
    simp [extend, (Fin.castSucc_lt_last i).ne]

/-- Removing the last mode of a positive definite chain leaves a positive definite chain. -/
theorem chain_posDef_of_succ {a b : ℕ → ℝ} {N : ℕ} (hW : (chain a b (N + 1)).PosDef) :
    (chain a b N).PosDef := by
  rw [Matrix.posDef_iff_dotProduct_mulVec]
  refine ⟨?_, fun x hx => ?_⟩
  · rw [Matrix.IsHermitian, Matrix.conjTranspose_eq_transpose_of_trivial, chain_symm]
  · have hne : extend x ≠ 0 := fun h =>
      hx (by ext i; simpa [extend] using congrFun h i.castSucc)
    have h := hW.dotProduct_mulVec_pos hne
    have hl : ∀ j : Fin (N + 1), j.castSucc ≠ Fin.last (N + 1) :=
      fun j => (Fin.castSucc_lt_last j).ne
    have key : extend x ⬝ᵥ chain a b (N + 1) *ᵥ extend x = x ⬝ᵥ chain a b N *ᵥ x := by
      rw [chain_mulVec_extend]
      simp [dotProduct, Fin.sum_univ_castSucc (n := N + 1), extend, Pi.single_apply, hl]
    rw [star_trivial, key] at h
    rwa [star_trivial]

/-- Dyson-type relation between the static responses of two successive chains, both with
invertible force-constant matrices. -/
theorem extend_response {a b : ℕ → ℝ} {N : ℕ} (h : IsUnit (chain a b N).det)
    (h' : IsUnit (chain a b (N + 1)).det) (i : Fin (N + 2)) :
    extend (fun k => (chain a b N)⁻¹ k 0) i = (chain a b (N + 1))⁻¹ i 0
      + b N * (chain a b N)⁻¹ (Fin.last N) 0
        * (chain a b (N + 1))⁻¹ i (Fin.last (N + 1)) := by
  have hs : extend (Pi.single (0 : Fin (N + 1)) (1 : ℝ)) = Pi.single 0 1 := by
    ext j
    refine Fin.lastCases ?_ (fun j => ?_) j <;> simp [extend, Pi.single_apply]
  have h1 := chain_mulVec_extend a b (fun k => (chain a b N)⁻¹ k 0)
  rw [mulVec_response _ h, hs] at h1
  -- apply the inverse of the longer chain to the force balance
  have h2 := congrArg (fun v => ((chain a b (N + 1))⁻¹ *ᵥ v) i) h1
  have col : ∀ j, ((chain a b (N + 1))⁻¹ *ᵥ Pi.single j (1 : ℝ)) i
      = (chain a b (N + 1))⁻¹ i j := fun j => by
    change (fun k => (chain a b (N + 1))⁻¹ i k) ⬝ᵥ Pi.single j (1 : ℝ) = _
    rw [dotProduct_single, mul_one]
  simp only [Matrix.mulVec_mulVec, Matrix.nonsing_inv_mul _ h', Matrix.one_mulVec,
    Matrix.mulVec_add, Matrix.mulVec_smul, Pi.add_apply, Pi.smul_apply, smul_eq_mul, col] at h2
  exact h2

/-- Exact gain in reorganisation energy when one mode is added to the chain, both
force-constant matrices being invertible. -/
theorem reorgEnergy_succ_sub {a b : ℕ → ℝ} {N : ℕ} (c : ℝ) (h : IsUnit (chain a b N).det)
    (h' : IsUnit (chain a b (N + 1)).det) :
    reorgEnergy c (chain a b (N + 1)) - reorgEnergy c (chain a b N)
      = c ^ 2 / 2 * (b N ^ 2 * (chain a b N)⁻¹ (Fin.last N) 0 ^ 2
        * (chain a b (N + 1))⁻¹ (Fin.last (N + 1)) (Fin.last (N + 1))) := by
  have h0 := extend_response h h' (Fin.castSucc 0)
  have hl := extend_response h h' (Fin.last (N + 1))
  simp only [extend, Fin.snoc_castSucc] at h0
  simp only [Fin.castSucc_zero] at h0
  simp only [extend, Fin.snoc_last] at hl
  have hT : ((chain a b (N + 1))⁻¹)ᵀ = (chain a b (N + 1))⁻¹ := by
    rw [Matrix.transpose_nonsing_inv, chain_symm]
  have hs : (chain a b (N + 1))⁻¹ 0 (Fin.last (N + 1))
      = (chain a b (N + 1))⁻¹ (Fin.last (N + 1)) 0 :=
    congrFun (congrFun hT (Fin.last (N + 1))) 0
  unfold reorgEnergy
  linear_combination (c ^ 2 / 2) * (-h0
    + b N * (chain a b N)⁻¹ (Fin.last N) 0 * hl - b N * (chain a b N)⁻¹ (Fin.last N) 0 * hs)

/-- In a positive definite chain, a force on mode `0` displaces the last mode exactly when no
coupling along the chain vanishes. -/
theorem end_response_ne_zero_iff {a b : ℕ → ℝ} {N : ℕ} (hW : (chain a b N).PosDef) :
    (chain a b N)⁻¹ (Fin.last N) 0 ≠ 0 ↔ ∀ k < N, b k ≠ 0 := by
  induction N with
  | zero =>
    exact ⟨fun _ k hk => absurd hk (Nat.not_lt_zero k),
      fun _ => (hW.inv.diag_pos (i := 0)).ne'⟩
  | succ n ih =>
    have hp := chain_posDef_of_succ hW
    have hl := extend_response (IsUnit.mk0 _ hp.det_pos.ne') (IsUnit.mk0 _ hW.det_pos.ne')
      (Fin.last (n + 1))
    simp only [extend, Fin.snoc_last] at hl
    rw [eq_neg_of_add_eq_zero_left hl.symm, neg_ne_zero, mul_ne_zero_iff, mul_ne_zero_iff,
      ih hp]
    constructor
    · rintro ⟨⟨hb, h⟩, _⟩ k hk
      rcases Nat.lt_succ_iff_lt_or_eq.mp hk with h' | rfl
      · exact h k h'
      · exact hb
    · intro h
      exact ⟨⟨h n (by omega), fun k hk => h k (by omega)⟩, hW.inv.diag_pos.ne'⟩

/-- For a positive definite chain and `c ≠ 0`, the last mode strictly raises the
reorganisation energy exactly when all couplings leading to it are nonzero. -/
theorem reorgEnergy_lt_succ_iff {a b : ℕ → ℝ} {N : ℕ} {c : ℝ} (hc : c ≠ 0)
    (hW : (chain a b (N + 1)).PosDef) :
    reorgEnergy c (chain a b N) < reorgEnergy c (chain a b (N + 1))
      ↔ ∀ k < N + 1, b k ≠ 0 := by
  have hp := chain_posDef_of_succ hW
  have g := reorgEnergy_succ_sub c (IsUnit.mk0 _ hp.det_pos.ne') (IsUnit.mk0 _ hW.det_pos.ne')
  have hd : 0 < (chain a b (N + 1))⁻¹ (Fin.last (N + 1)) (Fin.last (N + 1)) :=
    hW.inv.diag_pos
  constructor
  · intro h k hk
    have hb : b N ≠ 0 := by
      intro h0
      rw [h0] at g
      linarith
    have hr : (chain a b N)⁻¹ (Fin.last N) 0 ≠ 0 := by
      intro h0
      rw [h0] at g
      linarith
    rcases Nat.lt_succ_iff_lt_or_eq.mp hk with h' | rfl
    · exact (end_response_ne_zero_iff hp).mp hr k h'
    · exact hb
  · intro h
    have hb := h N (by omega)
    have hr := (end_response_ne_zero_iff hp).mpr fun k hk => h k (by omega)
    rw [← sub_pos, g]
    positivity

/-- In a positive definite chain with nonzero couplings and `c ≠ 0`, the reorganisation energy
strictly increases with the number of modes kept, up to the full chain. -/
theorem reorgEnergy_strictly_increases {a b : ℕ → ℝ} {M : ℕ} {c : ℝ} (hc : c ≠ 0)
    (hW : (chain a b M).PosDef) (hb : ∀ k < M, b k ≠ 0) {N N' : ℕ} (hN : N < N')
    (hM : N' ≤ M) :
    reorgEnergy c (chain a b N) < reorgEnergy c (chain a b N') := by
  -- every shorter chain is positive definite
  have hpos : ∀ d n, n + d = M → (chain a b n).PosDef := by
    intro d
    induction d with
    | zero =>
      intro n hn
      have e : n = M := by omega
      rw [e]
      exact hW
    | succ d ih =>
      intro n hn
      exact chain_posDef_of_succ (ih (n + 1) (by omega))
  -- add the modes one at a time
  induction N' with
  | zero => exact absurd hN (Nat.not_lt_zero N)
  | succ n ih =>
    have step : reorgEnergy c (chain a b n) < reorgEnergy c (chain a b (n + 1)) :=
      (reorgEnergy_lt_succ_iff hc (hpos (M - (n + 1)) (n + 1) (by omega))).mpr
        fun k hk => hb k (by omega)
    rcases Nat.lt_succ_iff_lt_or_eq.mp hN with h | h
    · exact (ih h (by omega)).trans step
    · rw [h]
      exact step

end

end BathChainReorganisation
```

```lean
#print axioms BathChainReorganisation.reorgEnergy_isLeast
-- 'BathChainReorganisation.reorgEnergy_isLeast' depends on axioms: [propext, Classical.choice, Quot.sound]
#print axioms BathChainReorganisation.reorgEnergy_strictly_increases
-- 'BathChainReorganisation.reorgEnergy_strictly_increases' depends on axioms: [propext, Classical.choice, Quot.sound]
```

**From the force balance to the inequality.** `chain_symm` checks symmetry entry by entry. `mulVec_response` is \(W_Nu=e_0\), and `reorgEnergy_isLeast` establishes the minimum: the displacement `c • u` attains it, and nonnegativity of the quadratic form at `x - c • u` gives the lower bound, which is the completed square.

`chain_mulVec_extend` is the padding identity, where `extend` appends the zero. `Fin.lastCases` separates the added mode's row, in which only \(b_Nx_N\) survives, from the other rows, which reproduce the shorter chain. `chain_posDef_of_succ` then evaluates the longer chain's quadratic form on a padded vector.

`extend_response` applies the longer chain's inverse to the force balance. `reorgEnergy_succ_sub` takes the first and last components of the result, and `linear_combination` joins them with the symmetry of the inverse to give the exact gain. These two lemmas need only invertible matrices.

`end_response_ne_zero_iff` is the induction for \(G_{N0}\), stated as an equivalence: the response is nonzero exactly when all couplings along the chain are. `reorgEnergy_lt_succ_iff` carries this over to the energy. If the couplings are nonzero, `positivity` shows that the gain is positive; conversely, a vanishing \(b_N\) or \(G_{N0}\) would make the gain zero.

The final theorem first passes positive definiteness down from the full chain, by induction on the number `d` of modes removed. A second induction, on `N'`, adds the modes back one at a time and chains the strict inequalities.
